# Equal overlaps $s$ among $n \ge 2$ normalized functions: independence exactly for $-1/(n-1) < s < 1$, and the inverse overlap matrix

## Checking a basis before factorizing its overlap matrix

A nonorthogonal basis can be orthogonalized with the inverse of a Cholesky factor of its overlap matrix $S$, or with $S^{-1/2}$. Either inverse exists exactly when $S$ is positive definite. If all $n$ basis functions are normalized and every pair has the same real overlap $s$, checking this condition reduces to an interval for one number.

In this one-parameter model of an electronic-structure basis, near-linear dependence also appears as large elements of $S^{-1}$, which can amplify errors in products such as $S^{-1}H$, with $H$ the Hamiltonian matrix.

## The window for $s$

Number the functions $0,\dots,n-1$, so that $S_{ii}=1$ and $S_{ij}=s$ for $i\ne j$. For real coefficients $x_i$, put $T=\sum_i x_i$ and $Q=\sum_i x_i^2$. Then

$$(Sx)_i = x_i+s(T-x_i)=(1-s)x_i+sT,$$
$$x^{\mathsf T}Sx=(1-s)Q+sT^2.$$

Suppose $S$ is positive definite and $n\ge2$. The uniform vector has $Q=n$ and $T=n$, which gives $n(1+(n-1)s)>0$, hence $s>-1/(n-1)$. The vector $(1,-1,0,\dots,0)$ has $Q=2$ and $T=0$, which gives $2(1-s)>0$, hence $s<1$.

Conversely, let $s$ lie in the window and $x\ne0$, so $Q>0$. If $s\ge0$, the first term of the form is positive and the second is nonnegative. If $s<0$, Cauchy-Schwarz gives $T^2\le nQ$, so

$$x^{\mathsf T}Sx\ge(1-s)Q+snQ=(1+(n-1)s)Q>0.$$

For unit vectors $u_i$ with these overlaps, $\|\sum_i c_iu_i\|^2=c^{\mathsf T}Sc$. A nonzero $c$ therefore gives a vanishing combination exactly when its quadratic form vanishes, and linear independence is equivalent to positive definiteness.

## The inverse and its two divergences

Let $J$ be the matrix of ones, so $S=(1-s)I+sJ$ and $J^2=nJ$. Try $S^{-1}=aI-bJ$:

$$S(aI-bJ)=(1-s)a\,I+\bigl[sa-(1+(n-1)s)b\bigr]J.$$

This is $I$ if $a=1/(1-s)$ and $b=s/[(1-s)(1+(n-1)s)]$, provided neither denominator vanishes. The diagonal and off-diagonal entries are

$$a-b=\frac{1+(n-2)s}{(1-s)(1+(n-1)s)},\qquad -b=\frac{-s}{(1-s)(1+(n-1)s)}.$$

As $s\to1$ from below, $-s/(1+(n-1)s)\to-1/n$ while $1/(1-s)\to+\infty$, so $-b\to-\infty$. As $s\to-1/(n-1)$ from above, $-s/(1-s)\to1/n$ while $1/(1+(n-1)s)\to+\infty$, so $-b\to+\infty$. Both limits hold already for $n=2$.

## What the Lean statements say

`equalOverlap n s` is $S$, with indices in `Fin n`. `PosDef` means symmetric with a positive quadratic form on nonzero vectors. In `linearIndependent_iff_overlap`, the functions are vectors `u i` in any real inner-product space `E`; `hnorm` is normalization and `hover` is the equal-overlap condition. The latter is an idealisation, since overlaps in a molecular basis generally vary from pair to pair. Coefficients and inner products are real in this statement.

The vectors `tripod` realise the two conditions for $n=3$ and $s=8/9$. The inverse formula requires only the two nonzero denominators, so it also applies where $S$ is indefinite and therefore not the overlap matrix of any set of functions. In the limit theorems, `i ≠ j` forces $n\ge2$, and `𝓝[<]` and `𝓝[>]` denote approach from below and above.

```lean
import Mathlib

open Matrix Filter Topology

namespace EqualOverlapBasis

noncomputable section

/-- The `n × n` matrix with ones on the diagonal and `s` elsewhere. It is the overlap matrix of `n`
normalized functions whose mutual overlaps all equal `s`, whenever such functions exist. -/
def equalOverlap (n : ℕ) (s : ℝ) : Matrix (Fin n) (Fin n) ℝ :=
  Matrix.of fun i j => if i = j then 1 else s

/-- The overlap matrix scales a coefficient vector by `1 - s` and adds `s` times the sum of
the coefficients to every entry. -/
theorem equalOverlap_mulVec (n : ℕ) (s : ℝ) (x : Fin n → ℝ) (i : Fin n) :
    (equalOverlap n s *ᵥ x) i = (1 - s) * x i + s * ∑ j, x j := by
  have h : ∀ j, equalOverlap n s i j * x j
      = s * x j + (if i = j then (1 - s) * x j else 0) := by
    intro j
    simp only [equalOverlap, Matrix.of_apply]
    split_ifs <;> ring
  change ∑ j, equalOverlap n s i j * x j = _
  rw [Finset.sum_congr rfl fun j _ => h j, Finset.sum_add_distrib, ← Finset.mul_sum,
    Finset.sum_ite_eq, if_pos (Finset.mem_univ i)]
  ring

/-- The quadratic form of the overlap matrix is `(1 - s) ∑ xᵢ² + s (∑ xᵢ)²`. -/
theorem equalOverlap_quadratic (n : ℕ) (s : ℝ) (x : Fin n → ℝ) :
    x ⬝ᵥ (equalOverlap n s *ᵥ x) = (1 - s) * ∑ i, x i ^ 2 + s * (∑ i, x i) ^ 2 := by
  have h : ∀ i, x i * (equalOverlap n s *ᵥ x) i
      = (1 - s) * x i ^ 2 + (s * ∑ j, x j) * x i := by
    intro i
    rw [equalOverlap_mulVec]
    ring
  change ∑ i, x i * (equalOverlap n s *ᵥ x) i = _
  rw [Finset.sum_congr rfl fun i _ => h i, Finset.sum_add_distrib, ← Finset.mul_sum,
    ← Finset.mul_sum]
  ring

/-- For `n ≥ 2` functions, the overlap matrix is positive definite exactly when
`-1/(n-1) < s < 1`. -/
theorem equalOverlap_posDef_iff {n : ℕ} (hn : 2 ≤ n) (s : ℝ) :
    (equalOverlap n s).PosDef ↔ -1 / ((n : ℝ) - 1) < s ∧ s < 1 := by
  have hn' : (2 : ℝ) ≤ n := by exact_mod_cast hn
  have hn1 : (0 : ℝ) < (n : ℝ) - 1 := by linarith
  rw [div_lt_iff₀ hn1, Matrix.posDef_iff_dotProduct_mulVec]
  constructor
  · rintro ⟨-, hpos⟩
    have hq : ∀ x : Fin n → ℝ, x ≠ 0 →
        0 < (1 - s) * ∑ i, x i ^ 2 + s * (∑ i, x i) ^ 2 := by
      intro x hx
      have h := hpos hx
      rwa [star_trivial, equalOverlap_quadratic] at h
    let i : Fin n := ⟨0, by omega⟩
    let j : Fin n := ⟨1, by omega⟩
    have hij : i ≠ j := by simp [i, j]
    constructor
    · -- the uniform combination bounds `s` from below
      have h := hq (fun _ => 1) (fun h0 => one_ne_zero (congrFun h0 i))
      simp only [one_pow, Finset.sum_const, Finset.card_univ, Fintype.card_fin,
        nsmul_eq_mul, mul_one] at h
      have h2 : 0 < (n : ℝ) * (1 + s * ((n : ℝ) - 1)) := by linarith
      have h3 := (mul_pos_iff_of_pos_left (show (0 : ℝ) < n by linarith)).1 h2
      linarith
    · -- the difference of two functions bounds `s` from above
      have hx : (Pi.single i 1 - Pi.single j 1 : Fin n → ℝ) ≠ 0 := by
        intro h0
        have h := congrFun h0 i
        simp [hij] at h
      have h := hq _ hx
      have hsum : ∑ k, (Pi.single i 1 - Pi.single j 1 : Fin n → ℝ) k = 0 := by
        simp [Finset.sum_sub_distrib]
      rw [hsum] at h
      have hQ : 0 ≤ ∑ k, (Pi.single i 1 - Pi.single j 1 : Fin n → ℝ) k ^ 2 :=
        Finset.sum_nonneg fun k _ => sq_nonneg _
      by_contra hs
      nlinarith [mul_nonneg (sub_nonneg.2 (not_lt.1 hs)) hQ]
  · rintro ⟨hlow, hup⟩
    refine ⟨?_, fun x hx => ?_⟩
    · ext i j
      simp [equalOverlap, Matrix.conjTranspose_apply, eq_comm]
    · rw [star_trivial, equalOverlap_quadratic]
      obtain ⟨k, hk⟩ := Function.ne_iff.1 hx
      have hQ : 0 < ∑ i, x i ^ 2 :=
        Finset.sum_pos' (fun i _ => sq_nonneg _) ⟨k, Finset.mem_univ k, sq_pos_of_ne_zero hk⟩
      -- Cauchy-Schwarz against the uniform vector
      have hC : (∑ i, x i) ^ 2 ≤ (n : ℝ) * ∑ i, x i ^ 2 := by
        simpa using sq_sum_le_card_mul_sum_sq (s := Finset.univ) (f := x)
      rcases le_or_gt 0 s with hs | hs
      · have h1 := mul_pos (sub_pos.2 hup) hQ
        have h2 := mul_nonneg hs (sq_nonneg (∑ i, x i))
        linarith
      · have h1 : 0 < (1 + s * ((n : ℝ) - 1)) * ∑ i, x i ^ 2 :=
          mul_pos (by linarith) hQ
        have h2 := mul_le_mul_of_nonneg_left hC (neg_nonneg.2 hs.le)
        linarith

/-- `n ≥ 2` normalized functions with all mutual overlaps equal to `s` are linearly
independent exactly when `-1/(n-1) < s < 1`. -/
theorem linearIndependent_iff_overlap {E : Type*} [NormedAddCommGroup E]
    [InnerProductSpace ℝ E] {n : ℕ} (hn : 2 ≤ n) (s : ℝ) (u : Fin n → E)
    (hnorm : ∀ i, ‖u i‖ = 1) (hover : ∀ i j, i ≠ j → inner ℝ (u i) (u j) = s) :
    LinearIndependent ℝ u ↔ -1 / ((n : ℝ) - 1) < s ∧ s < 1 := by
  have hG : ∀ i j, inner ℝ (u i) (u j) = equalOverlap n s i j := by
    intro i j
    by_cases h : i = j
    · subst h
      simp [equalOverlap, hnorm]
    · simp [equalOverlap, h, hover i j h]
  -- the squared norm of a combination is the quadratic form of the overlap matrix
  have hN : ∀ c : Fin n → ℝ, ‖∑ i, c i • u i‖ ^ 2 = c ⬝ᵥ (equalOverlap n s *ᵥ c) := by
    intro c
    rw [← real_inner_self_eq_norm_sq, sum_inner]
    simp only [inner_sum, real_inner_smul_left, real_inner_smul_right, hG, dotProduct,
      Matrix.mulVec, Finset.mul_sum]
    exact Finset.sum_congr rfl fun i _ => Finset.sum_congr rfl fun j _ => by ring
  rw [← equalOverlap_posDef_iff hn, Fintype.linearIndependent_iff]
  constructor
  · intro h
    refine Matrix.posDef_iff_dotProduct_mulVec.2 ⟨?_, fun x hx => ?_⟩
    · ext i j
      simp [equalOverlap, Matrix.conjTranspose_apply, eq_comm]
    · rw [star_trivial, ← hN]
      have h0 : ∑ i, x i • u i ≠ 0 := fun h0 => hx (funext (h x h0))
      exact pow_pos (norm_pos_iff.2 h0) 2
  · intro h c hc
    by_contra hne
    have hc0 : c ≠ 0 := fun h0 => hne fun i => congrFun h0 i
    have hp := (Matrix.posDef_iff_dotProduct_mulVec.1 h).2 hc0
    rw [star_trivial, ← hN, hc] at hp
    simp at hp

/-- Three vectors in space with components `1/3` along their own axis and `2/3` along the
other two. -/
def tripod (i : Fin 3) : EuclideanSpace ℝ (Fin 3) :=
  WithLp.toLp 2 fun k => if i = k then 1 / 3 else 2 / 3

/-- The three vectors `tripod` are normalized and have all mutual overlaps equal to `8/9`. -/
theorem tripod_witness :
    (∀ i, ‖tripod i‖ = 1) ∧ ∀ i j, i ≠ j → inner ℝ (tripod i) (tripod j) = 8 / 9 := by
  have key : ∀ i j, inner ℝ (tripod i) (tripod j) = if i = j then (1 : ℝ) else 8 / 9 := by
    intro i j
    rw [PiLp.inner_apply, Fin.sum_univ_three]
    fin_cases i <;> fin_cases j <;> simp [tripod] <;> norm_num
  refine ⟨fun i => ?_, fun i j h => by rw [key, if_neg h]⟩
  have h := key i i
  rw [if_pos rfl, real_inner_self_eq_norm_sq] at h
  exact (pow_eq_one_iff_of_nonneg (norm_nonneg _) two_ne_zero).1 h

/-- If `s ≠ 1` and `1 + (n-1)s ≠ 0`, the overlap matrix is invertible, and its inverse has
one common diagonal entry and one common off-diagonal entry, given here in closed form. -/
theorem equalOverlap_inverse (n : ℕ) (s : ℝ) (h1 : s ≠ 1)
    (h2 : 1 + ((n : ℝ) - 1) * s ≠ 0) :
    IsUnit (equalOverlap n s) ∧
    (∀ i, (equalOverlap n s)⁻¹ i i
      = (1 + ((n : ℝ) - 2) * s) / ((1 - s) * (1 + ((n : ℝ) - 1) * s))) ∧
    ∀ i j, i ≠ j → (equalOverlap n s)⁻¹ i j
      = -s / ((1 - s) * (1 + ((n : ℝ) - 1) * s)) := by
  have h3 : 1 - s ≠ 0 := sub_ne_zero.2 (Ne.symm h1)
  have hp : (1 - s) * (1 - s)⁻¹ = 1 := mul_inv_cancel₀ h3
  have hq : (1 + ((n : ℝ) - 1) * s) * (1 + ((n : ℝ) - 1) * s)⁻¹ = 1 := mul_inv_cancel₀ h2
  -- the candidate inverse: a multiple of the identity minus a constant matrix
  have hST : equalOverlap n s * (Matrix.of fun i j => (if i = j then 1 / (1 - s) else 0)
      - s / ((1 - s) * (1 + ((n : ℝ) - 1) * s))) = 1 := by
    ext i k
    change (equalOverlap n s *ᵥ fun j => (if j = k then 1 / (1 - s) else 0)
      - s / ((1 - s) * (1 + ((n : ℝ) - 1) * s))) i = _
    simp only [equalOverlap_mulVec, Finset.sum_sub_distrib, Finset.sum_ite_eq',
      Finset.mem_univ, if_true, Finset.sum_const, Finset.card_univ, Fintype.card_fin,
      nsmul_eq_mul, Matrix.one_apply]
    simp only [div_eq_mul_inv, mul_inv, one_mul]
    generalize (1 - s)⁻¹ = p at hp ⊢
    generalize (1 + ((n : ℝ) - 1) * s)⁻¹ = q at hq ⊢
    split_ifs
    · linear_combination hp - s * p * hq
    · linear_combination -s * p * hq
  have hinv := Matrix.inv_eq_right_inv hST
  refine ⟨⟨⟨_, _, hST, mul_eq_one_comm.1 hST⟩, rfl⟩, fun i => ?_, fun i j hij => ?_⟩
  · rw [hinv, Matrix.of_apply, if_pos rfl]
    simp only [div_eq_mul_inv, mul_inv, one_mul]
    generalize (1 - s)⁻¹ = p
    generalize (1 + ((n : ℝ) - 1) * s)⁻¹ = q at hq ⊢
    linear_combination -p * hq
  · rw [hinv, Matrix.of_apply, if_neg hij, zero_sub, neg_div]

/-- As `s` tends to `1` from below, every off-diagonal entry of the inverse overlap matrix
tends to minus infinity. -/
theorem inverse_diverges_at_one {n : ℕ} {i j : Fin n} (hij : i ≠ j) :
    Tendsto (fun s => (equalOverlap n s)⁻¹ i j) (𝓝[<] 1) atBot := by
  have hn : (1 : ℝ) ≤ n := by exact_mod_cast (show 1 ≤ n by have := i.2; omega)
  have hB : (1 : ℝ) + ((n : ℝ) - 1) * 1 ≠ 0 := by linarith
  have hf : ContinuousAt (fun s : ℝ => -s / (1 + ((n : ℝ) - 1) * s)) 1 :=
    ContinuousAt.div (by fun_prop) (by fun_prop) hB
  have hC : (-1 : ℝ) / (1 + ((n : ℝ) - 1) * 1) < 0 :=
    div_neg_of_neg_of_pos (by norm_num) (by linarith)
  have hg0 : Tendsto (fun s : ℝ => 1 - s) (𝓝 1) (𝓝 0) := by
    have hc : ContinuousAt (fun s : ℝ => 1 - s) 1 := by fun_prop
    have h : Tendsto (fun s : ℝ => 1 - s) (𝓝 1) (𝓝 (1 - 1)) := hc.tendsto
    rwa [sub_self] at h
  have hg : Tendsto (fun s : ℝ => (1 - s)⁻¹) (𝓝[<] 1) atTop :=
    tendsto_inv_nhdsGT_zero.comp (tendsto_nhdsWithin_iff.2
      ⟨hg0.mono_left nhdsWithin_le_nhds,
        eventually_nhdsWithin_of_forall fun s hs =>
          show (0 : ℝ) < 1 - s from sub_pos.2 hs⟩)
  refine Tendsto.congr' ?_
    (Tendsto.neg_mul_atTop hC (hf.tendsto.mono_left nhdsWithin_le_nhds) hg)
  filter_upwards [Ioo_mem_nhdsLT (zero_lt_one' ℝ)] with s hs
  have h2 : 0 ≤ ((n : ℝ) - 1) * s := mul_nonneg (by linarith) hs.1.le
  rw [(equalOverlap_inverse n s hs.2.ne (by linarith)).2.2 i j hij,
    ← div_eq_mul_inv, div_div, mul_comm (1 - s)]

/-- As `s` tends to `-1/(n-1)` from above, every off-diagonal entry of the inverse overlap
matrix tends to plus infinity. -/
theorem inverse_diverges_at_lower_end {n : ℕ} {i j : Fin n} (hij : i ≠ j) :
    Tendsto (fun s => (equalOverlap n s)⁻¹ i j) (𝓝[>] (-1 / ((n : ℝ) - 1))) atTop := by
  have hn : (2 : ℝ) ≤ n := by
    have h := Fin.val_ne_of_ne hij
    exact_mod_cast (show 2 ≤ n by have := i.2; have := j.2; omega)
  have hn1 : (0 : ℝ) < (n : ℝ) - 1 := by linarith
  have hn0 : (n : ℝ) - 1 ≠ 0 := hn1.ne'
  have ha : ((n : ℝ) - 1) * (-1 / ((n : ℝ) - 1)) = -1 := by field_simp
  have haneg : -1 / ((n : ℝ) - 1) < 0 := div_neg_of_neg_of_pos (by norm_num) hn1
  generalize -1 / ((n : ℝ) - 1) = a at ha haneg ⊢
  have hf : ContinuousAt (fun s : ℝ => -s / (1 - s)) a :=
    ContinuousAt.div (by fun_prop) (by fun_prop) (by linarith)
  have hC : 0 < -a / (1 - a) := div_pos (by linarith) (by linarith)
  have hg0 : Tendsto (fun s : ℝ => 1 + ((n : ℝ) - 1) * s) (𝓝 a) (𝓝 0) := by
    have hc : ContinuousAt (fun s : ℝ => 1 + ((n : ℝ) - 1) * s) a := by fun_prop
    have h : Tendsto (fun s : ℝ => 1 + ((n : ℝ) - 1) * s) (𝓝 a)
      (𝓝 (1 + ((n : ℝ) - 1) * a)) := hc.tendsto
    rwa [ha, add_neg_cancel] at h
  have hpos : ∀ s, a < s → 0 < 1 + ((n : ℝ) - 1) * s := by
    intro s hs
    have h := mul_lt_mul_of_pos_left hs hn1
    linarith
  have hg : Tendsto (fun s : ℝ => (1 + ((n : ℝ) - 1) * s)⁻¹) (𝓝[>] a) atTop :=
    tendsto_inv_nhdsGT_zero.comp (tendsto_nhdsWithin_iff.2
      ⟨hg0.mono_left nhdsWithin_le_nhds,
        eventually_nhdsWithin_of_forall fun s hs => hpos s hs⟩)
  refine Tendsto.congr' ?_
    (Tendsto.pos_mul_atTop hC (hf.tendsto.mono_left nhdsWithin_le_nhds) hg)
  filter_upwards [Ioo_mem_nhdsGT haneg] with s hs
  have hs1 : s ≠ 1 := by linarith [hs.2]
  rw [(equalOverlap_inverse n s hs1 (hpos s hs.1).ne').2.2 i j hij,
    ← div_eq_mul_inv, div_div]

end

end EqualOverlapBasis
```

```lean
#print axioms EqualOverlapBasis.linearIndependent_iff_overlap
#print axioms EqualOverlapBasis.inverse_diverges_at_one
#print axioms EqualOverlapBasis.inverse_diverges_at_lower_end
```

```
'EqualOverlapBasis.linearIndependent_iff_overlap' depends on axioms: [propext, Classical.choice, Quot.sound]
'EqualOverlapBasis.inverse_diverges_at_one' depends on axioms: [propext, Classical.choice, Quot.sound]
'EqualOverlapBasis.inverse_diverges_at_lower_end' depends on axioms: [propext, Classical.choice, Quot.sound]
```

## From the quadratic form to the limits in Lean

`equalOverlap_mulVec` and `equalOverlap_quadratic` establish the two formulas for $Sx$ and $x^{\mathsf T}Sx$. `equalOverlap_posDef_iff` inserts the two test vectors; for the upper bound it needs only $Q\ge0$, because $s\ge1$ would make $(1-s)Q\le0$. The converse splits on the sign of $s$ and uses `sq_sum_le_card_mul_sum_sq` as Cauchy-Schwarz.

In `linearIndependent_iff_overlap`, `hG` identifies the inner products with the matrix entries and `hN` is the norm identity. `tripod_witness` evaluates the inner products case by case.

`equalOverlap_inverse` verifies the product with the candidate in `hST`. It names the reciprocals `p` and `q`, and `linear_combination` finishes from their defining equations. `Matrix.inv_eq_right_inv` then identifies the candidate with the inverse.

Each divergence theorem multiplies a factor with a finite nonzero limit by a reciprocal tending to infinity, through `Tendsto.neg_mul_atTop` or `Tendsto.pos_mul_atTop`. `Tendsto.congr'` transfers the limit to the matrix entry, since the closed formula is needed only near the endpoint.
